# Counting spin strings of magnetisation ±1 by where their paths first reach zero

A finite string of up and down spins is read as a path of steps `+1` and `-1`, and `count m h a` is the number of strings of `m` spins whose path goes from height `h` to `0` with `a` steps above the axis. The theorem `count_first_return` says that, for starting heights `1` and `-1`, this number is a sum over the step `p` at which the path first reaches `0`: the number of ways to get there in `p` steps, times the number of ways to go on from `0` back to `0` in the remaining steps. From height `1` the first `p` steps all lie above the axis, so the rest must supply `a - p` such steps; from height `-1` none of them do, and the rest must supply all `a`. This is pure counting, with no Hamiltonian and no weights on the strings. The proof applies `first_passage_decomposition` to the heights `h` and `-h` in turn, and tries to get the step recursion it needs from `count_rec`.

The first attempt, which Lean rejects:

```lean
import Mathlib

open Finset

namespace CountFirstReturn

/-- The step of the path belonging to one spin: `+1` for spin up, `-1` for spin down. -/
def spin : Bool → ℤ
  | true => 1
  | false => -1

/-- The magnetisation of a spin string: spins up minus spins down. -/
def magnetisation (l : List Bool) : ℤ := (l.map spin).sum

/-- The number of steps above the axis, for the path that starts at height `h`;
a step lies above the axis when its midpoint does. -/
def stepsAbove : ℤ → List Bool → ℕ
  | _, [] => 0
  | h, b :: l => (if 0 < h + (h + spin b) then 1 else 0) + stepsAbove (h + spin b) l

/-- The number of paths of `m` steps from height `h` to `0` with `a` steps above the axis. -/
def count (m : ℕ) (h a : ℤ) : ℕ :=
  (univ.filter fun s : Fin m → Bool =>
    h + magnetisation (List.ofFn s) = 0 ∧ (stepsAbove h (List.ofFn s) : ℤ) = a).card

/-- The number of paths from height `h` that first reach `0` after `m` steps, given by its
recursion in the first step. -/
def firstPassage : ℕ → ℕ → ℕ
  | 0, 0 => 1
  | 0, _ + 1 => 0
  | _ + 1, 0 => 0
  | m + 1, h + 1 => firstPassage m (h + 2) + firstPassage m h

/-- The path count for no steps, and its recursion when the first spin is split off. -/
theorem count_rec (m : ℕ) (h a : ℤ) :
    count 0 h a = (if h = 0 ∧ 0 = a then 1 else 0) ∧
    count (m + 1) h a =
      ∑ b, count m (h + spin b) (a - if 0 < h + (h + spin b) then 1 else 0) := by
  unfold count
  constructor
  · rw [Finset.card_filter, Fintype.sum_unique]
    exact if_congr (by simp [magnetisation, stepsAbove]) rfl rfl
  · simp only [Finset.card_filter]
    rw [← (Fin.consEquiv (fun _ : Fin (m + 1) => Bool)).sum_comp, Fintype.sum_prod_type]
    refine sum_congr rfl fun b _ => sum_congr rfl fun s _ => if_congr ?_ rfl rfl
    have e : List.ofFn (Fin.consEquiv (fun _ : Fin (m + 1) => Bool) (b, s))
        = b :: List.ofFn s := by
      rw [List.ofFn_succ]; rfl
    rw [e]
    refine and_congr ?_ ?_
    · simp only [magnetisation, List.map_cons, List.sum_cons, add_assoc]
    · simp only [stepsAbove]
      split_ifs <;> omega

/-- An array that vanishes at time `0` off the axis and obeys the free step recursion there,
each step costing `e`, splits at the first arrival at height `0`. -/
theorem first_passage_decomposition (G : ℕ → ℕ → ℤ → ℕ) (e : ℤ)
    (h0 : ∀ h a, G 0 (h + 1) a = 0)
    (hs : ∀ m h a, G (m + 1) (h + 1) a = G m (h + 2) (a - e) + G m h (a - e)) :
    ∀ m h a, G m h a =
      ∑ p ∈ antidiagonal m, firstPassage p.1 h * G p.2 0 (a - e * (p.1 : ℤ)) := by
  intro m
  induction m with
  | zero => intro h a; cases h <;> simp [firstPassage, h0]
  | succ m ih =>
    intro h a
    rw [Finset.Nat.sum_antidiagonal_succ]
    cases h with
    | zero => simp [firstPassage]
    | succ h =>
      rw [hs, ih, ih, ← sum_add_distrib]
      simp only [firstPassage, zero_mul, zero_add]
      refine sum_congr rfl fun p _ => ?_
      rw [show a - e * ((p.1 + 1 : ℕ) : ℤ) = a - e - e * (p.1 : ℤ) by push_cast; ring]
      ring

/-- Paths from height `1` and from height `-1` split at their first return to the axis; only
in the first case do the steps before the return count as lying above. -/
theorem count_first_return (m : ℕ) (a : ℤ) :
    count m 1 a = ∑ p ∈ antidiagonal m, firstPassage p.1 1 * count p.2 0 (a - (p.1 : ℤ)) ∧
    count m (-1) a = ∑ p ∈ antidiagonal m, firstPassage p.1 1 * count p.2 0 a := by
  constructor
  · have key := first_passage_decomposition (fun m h a => count m (h : ℤ) a) 1
      (by intro h a; exact (count_rec 0 _ _).1.trans (if_neg (by omega)))
      (by
        intro m h a
        have t := (count_rec m ((h : ℤ) + 1) a).2
        simp only [Fintype.sum_bool, spin] at t
        rw [if_pos (by omega : (0 : ℤ) < (h : ℤ) + 1 + ((h : ℤ) + 1 + 1)),
          if_pos (by omega : (0 : ℤ) < (h : ℤ) + 1 + ((h : ℤ) + 1 + -1))] at t
        change count (m + 1) ((h + 1 : ℕ) : ℤ) a
          = count m ((h + 2 : ℕ) : ℤ) (a - 1) + count m (h : ℤ) (a - 1)
        convert t using 3 <;> omega) m 1 a
    simpa using key
  · have key := first_passage_decomposition (fun m h a => count m (-(h : ℤ)) a) 0
      (by intro h a; exact (count_rec 0 _ _).1.trans (if_neg (by omega)))
      (by
        intro m h a
        have t := (count_rec m (-(h : ℤ) - 1) a).2
        simp only [Fintype.sum_bool, spin] at t
        rw [if_neg (by omega : ¬ (0 : ℤ) < -(h : ℤ) - 1 + (-(h : ℤ) - 1 + 1)),
          if_neg (by omega : ¬ (0 : ℤ) < -(h : ℤ) - 1 + (-(h : ℤ) - 1 + -1)), add_comm] at t
        change count (m + 1) (-((h + 1 : ℕ) : ℤ)) a
          = count m (-((h + 2 : ℕ) : ℤ)) (a - 0) + count m (-(h : ℤ)) (a - 0)
        convert t using 3 <;> omega) m 1 a
    simpa using key

end CountFirstReturn
```

The error:

```
Main.lean:89:12: error: Tactic `rewrite` failed: Did not find an occurrence of the pattern
  if 0 < ↑h + 1 + (↑h + 1 + 1) then ?m.146 else ?m.147
in the target expression
  count (m + 1) (↑h + 1) a =
    count m (↑h + 1 + 1) (a - if 0 < ↑h + 1 + (↑h + 1 + 1) then 1 else 0) +
      count m (↑h + 1 + -1) (a - if 0 < ↑h + 1 + (↑h + 1 + -1) then 1 else 0)

m✝ : ℕ
a✝ : ℤ
m h : ℕ
a : ℤ
t :
  count (m + 1) (↑h + 1) a =
    count m (↑h + 1 + 1) (a - if 0 < ↑h + 1 + (↑h + 1 + 1) then 1 else 0) +
      count m (↑h + 1 + -1) (a - if 0 < ↑h + 1 + (↑h + 1 + -1) then 1 else 0)
⊢ count (m + 1) (↑(h + 1)) a = count m (↑(h + 2)) (a - 1) + count m (↑h) (a - 1)

Note: The target expression is not type-correct under the `implicit` transparency level, which may have triggered the failure. This is usually caused by unfolding of semireducible definitions in prior tactic steps. Use `set_option linter.tacticCheckInstances true` to investigate the source of the issue.
Full error:
  Application type mismatch: The argument
    Int.decLt 0 (↑h + 1 + (↑h + 1 + spin true))
  has type
    Decidable (0 < ↑h + 1 + (↑h + 1 + spin true))
  but is expected to have type
    Decidable (0 < ↑h + 1 + (↑h + 1 + 1))
  in the application
    @ite ℤ (0 < ↑h + 1 + (↑h + 1 + 1)) (Int.decLt 0 (↑h + 1 + (↑h + 1 + spin true)))
Main.lean:101:12: error: Tactic `rewrite` failed: Did not find an occurrence of the pattern
  if 0 < -↑h - 1 + (-↑h - 1 + 1) then ?m.251 else ?m.252
in the target expression
  count (m + 1) (-↑h - 1) a =
    count m (-↑h - 1 + 1) (a - if 0 < -↑h - 1 + (-↑h - 1 + 1) then 1 else 0) +
      count m (-↑h - 1 + -1) (a - if 0 < -↑h - 1 + (-↑h - 1 + -1) then 1 else 0)

m✝ : ℕ
a✝ : ℤ
m h : ℕ
a : ℤ
t :
  count (m + 1) (-↑h - 1) a =
    count m (-↑h - 1 + 1) (a - if 0 < -↑h - 1 + (-↑h - 1 + 1) then 1 else 0) +
      count m (-↑h - 1 + -1) (a - if 0 < -↑h - 1 + (-↑h - 1 + -1) then 1 else 0)
⊢ count (m + 1) (-↑(h + 1)) a = count m (-↑(h + 2)) (a - 0) + count m (-↑h) (a - 0)

Note: The target expression is not type-correct under the `implicit` transparency level, which may have triggered the failure. This is usually caused by unfolding of semireducible definitions in prior tactic steps. Use `set_option linter.tacticCheckInstances true` to investigate the source of the issue.
Full error:
  Application type mismatch: The argument
    Int.decLt 0 (-↑h - 1 + (-↑h - 1 + spin true))
  has type
    Decidable (0 < -↑h - 1 + (-↑h - 1 + spin true))
  but is expected to have type
    Decidable (0 < -↑h - 1 + (-↑h - 1 + 1))
  in the application
    @ite ℤ (0 < -↑h - 1 + (-↑h - 1 + 1)) (Int.decLt 0 (-↑h - 1 + (-↑h - 1 + spin true)))
```

Lean accepts the file once it reads:

```diff
@@ -80,29 +80,25 @@
     count m 1 a = ∑ p ∈ antidiagonal m, firstPassage p.1 1 * count p.2 0 (a - (p.1 : ℤ)) ∧
     count m (-1) a = ∑ p ∈ antidiagonal m, firstPassage p.1 1 * count p.2 0 a := by
+  have u : spin true = 1 := rfl
+  have d : spin false = -1 := rfl
   constructor
-  · have key := first_passage_decomposition (fun m h a => count m (h : ℤ) a) 1
+  · simpa using first_passage_decomposition (fun m h a => count m (h : ℤ) a) 1
       (by intro h a; exact (count_rec 0 _ _).1.trans (if_neg (by omega)))
       (by
         intro m h a
         have t := (count_rec m ((h : ℤ) + 1) a).2
-        simp only [Fintype.sum_bool, spin] at t
-        rw [if_pos (by omega : (0 : ℤ) < (h : ℤ) + 1 + ((h : ℤ) + 1 + 1)),
-          if_pos (by omega : (0 : ℤ) < (h : ℤ) + 1 + ((h : ℤ) + 1 + -1))] at t
-        change count (m + 1) ((h + 1 : ℕ) : ℤ) a
-          = count m ((h + 2 : ℕ) : ℤ) (a - 1) + count m (h : ℤ) (a - 1)
+        rw [Fintype.sum_bool,
+          if_pos (by omega : (0 : ℤ) < (h : ℤ) + 1 + ((h : ℤ) + 1 + spin true)),
+          if_pos (by omega : (0 : ℤ) < (h : ℤ) + 1 + ((h : ℤ) + 1 + spin false))] at t
         convert t using 3 <;> omega) m 1 a
-    simpa using key
-  · have key := first_passage_decomposition (fun m h a => count m (-(h : ℤ)) a) 0
+  · simpa using first_passage_decomposition (fun m h a => count m (-(h : ℤ)) a) 0
       (by intro h a; exact (count_rec 0 _ _).1.trans (if_neg (by omega)))
       (by
         intro m h a
         have t := (count_rec m (-(h : ℤ) - 1) a).2
-        simp only [Fintype.sum_bool, spin] at t
-        rw [if_neg (by omega : ¬ (0 : ℤ) < -(h : ℤ) - 1 + (-(h : ℤ) - 1 + 1)),
-          if_neg (by omega : ¬ (0 : ℤ) < -(h : ℤ) - 1 + (-(h : ℤ) - 1 + -1)), add_comm] at t
-        change count (m + 1) (-((h + 1 : ℕ) : ℤ)) a
-          = count m (-((h + 2 : ℕ) : ℤ)) (a - 0) + count m (-(h : ℤ)) (a - 0)
-        convert t using 3 <;> omega) m 1 a
-    simpa using key
+        rw [Fintype.sum_bool,
+          if_neg (by omega : ¬ (0 : ℤ) < -(h : ℤ) - 1 + (-(h : ℤ) - 1 + spin true)),
+          if_neg (by omega : ¬ (0 : ℤ) < -(h : ℤ) - 1 + (-(h : ℤ) - 1 + spin false))] at t
+        convert t.trans (add_comm _ _) using 3 <;> omega) m 1 a
 
 end CountFirstReturn
```

Both errors have the same cause. An `if` in Lean carries a proposition and an instance that decides it. Here `simp only [Fintype.sum_bool, spin]` turned `spin true` into `1` in the proposition, but the instance still mentions `spin true`, as the full error shows. The two agree only if `spin` is unfolded, which `rw` does not do when it matches instances. So `if_pos` and `if_neg` find no match, though the printed conditions look identical.

The repair leaves `spin` folded. It expands the sum with `Fintype.sum_bool` alone and states the conditions with `spin true` and `spin false`, so that proposition and instance agree. The new facts `u` and `d` give `omega` the two values, which it needs both for these conditions and for the goals left by `convert`.

In the second half, `t.trans (add_comm _ _)` replaces a bare `add_comm` in the failed `rw`, and swaps exactly the two counts on the right. Dropping the `change` lines and the name `key` is tidying.
